# The exponential of a cluster operator built from commuting, square-zero excitations is a sum over set partitions

## A double excitation counted twice

Take two sites, each with one possible excitation of amplitude 0.1 and no correlation between them. The wavefunction $e^T|0\rangle$ then contains the doubly excited state with coefficient $0.1 \times 0.1 = 0.01$. Suppose someone reads this 0.01 off the wavefunction and enters it as the doubles amplitude of $T$, keeping the singles as they are. The new exponential has a doubles coefficient of 0.02, and two independent sites now look correlated.

The mistake is to confuse a cluster amplitude with a coefficient of the expanded wavefunction. For a multiple excitation, the coefficient also contains products of the amplitudes of its parts, the disconnected clusters. The result below says which products occur, for finitely many excitations that commute and square to zero.

## Excitations that can happen only once

Let $i$ label the elementary excitations and let $x_i$ be the operator that creates excitation $i$. The condition $x_i^2=0$ says that the same excitation can't be made twice. Raising operators of two-level systems on different sites satisfy it and commute, as do the spin-orbital excitations from occupied to virtual orbitals.

For a set $S$ of labels, write $x_S=\prod_{i\in S}x_i$, with $x_\emptyset=1$. Each nonempty $S$ has an amplitude $t_S$, and the cluster operator is
$$T=\sum_{S\neq\emptyset}t_S\,x_S .$$

## The coefficient of each excitation

The theorem `exp_clusterOperator` states that $T$ is nilpotent and that
$$e^T=\sum_S c_S\,x_S,\qquad c_S=\sum_{P}\ \prod_{B\in P}t_B ,$$
where $P$ runs over the set partitions of $S$, the ways to split $S$ into nonempty, disjoint blocks $B$.

In the Lean file, `ι` is the finite type of labels, `K` the commutative ring of amplitudes and `A` the commutative algebra that contains the excitations. For a physical model, `K` is $\mathbb R$ or $\mathbb C$, and `A` is the algebra generated by the excitation operators. `A` is also an algebra over $\mathbb Q$, which supplies the factors $1/k!$ of the exponential. The objects $x_S$, $T$ and $c_S$ are `excitation`, `clusterOperator` and `ciCoeff`, and the hypothesis `hx` is $x_i^2=0$. `IsPartition P S` says that the family `P` has no empty block, that its blocks are pairwise disjoint and that their union is `S`. `IsNilpotent.exp` is the finite exponential series of a nilpotent element.

The amplitudes are arbitrary given numbers: no Hamiltonian or amplitude equation enters. Because `A` is commutative, a $T$ that mixes excitations with de-excitations, as in unitary coupled cluster, is excluded.

The theorem gives an expansion and makes no claim that the $x_S$ are linearly independent. For sites they are, and $c_S$ is the configuration-interaction (CI) coefficient. For electrons, a label is a pair of an occupied orbital $m$ and a virtual orbital $a$, and $x_{(m,a)}x_{(n,b)}=-x_{(m,b)}x_{(n,a)}$. Two label sets then describe the same determinant, and their coefficients combine with a sign. With the usual antisymmetrised doubles amplitude $t_{mn}^{ab}$, this gives $t_{mn}^{ab}+t_m^a t_n^b-t_m^b t_n^a$.

## From the exponential to partitions

**Overlapping clusters vanish.** If $B$ and $C$ share a label $i$, then
$$x_Bx_C=x_i^2\prod_{j\in B\setminus\{i\}}x_j\prod_{j\in C\setminus\{i\}}x_j=0 .$$
With $C=B\neq\emptyset$ this gives $x_B^2=0$.

**The exponential factorises.** Since $(t_Bx_B)^2=0$, the series for one cluster stops at first order: $e^{t_Bx_B}=1+t_Bx_B$. The clusters commute, so their finite sum $T$ is nilpotent and
$$e^T=\prod_{B\neq\emptyset}(1+t_Bx_B)=\sum_P\prod_{B\in P}t_Bx_B ,$$
where $P$ now runs over all families of distinct nonempty sets. The factor $1/k!$ has cancelled against the $k!$ orderings of $k$ distinct clusters.

**Grouping by the union.** A family with two overlapping members contributes zero. If the members are disjoint and have union $S$, then $\prod_{B\in P}x_B=x_S$, and the family contributes $\big(\prod_{B\in P}t_B\big)x_S$. Such a family is a partition of $S$ and of no other set. Collecting the terms with the same $S$ gives $c_S$.

## None, one and two excitations

The empty set has one partition, the family with no blocks, so $c_\emptyset=1$. With no excitations at all, $T=0$ and $e^T=1$. With a single excitation, $e^T=1+t_{\{1\}}x_1$.

Products first appear for two labels $i\neq j$. The set $\{i,j\}$ can stay whole or split into singletons, so
$$c_{\{i,j\}}=t_{\{i,j\}}+t_{\{i\}}t_{\{j\}} ,$$
which is `ciCoeff_pair`. In the opening example $t_{\{i,j\}}=0$, and the coefficient 0.01 comes entirely from the second term.

## Reading amplitudes off a CI vector

A program that extracts cluster amplitudes from a CI vector uses this relation backwards. Since $c_\emptyset=1$, the vector is first divided by its reference coefficient, which must be nonzero. For site excitations the singles are then $t_{\{i\}}=c_{\{i\}}$ and the doubles are $t_{\{i,j\}}=c_{\{i,j\}}-c_{\{i\}}c_{\{j\}}$. Larger sets follow in order of size, each by subtracting the products of amplitudes already found. If the states $x_S|0\rangle$ are orthonormal, the coefficients of the normalised state are $c_S/\sqrt{\sum_R|c_R|^2}$.

The same formula shows what the exponential of a truncated $T$ retains in this finite, commuting model. With $t_S=0$ for all sets of more than two labels, a quadruple excitation still receives products such as $t_{\{1,2\}}t_{\{3,4\}}$.

## The complete Lean file

```lean
import Mathlib

open Finset
open scoped Classical

namespace DisconnectedClusters

noncomputable section

variable {ι K A : Type*} [Fintype ι] [CommRing K] [CommRing A] [Algebra K A] [Algebra ℚ A]

/-- The excitation `x_S`, the product of the elementary excitations in `S`. -/
def excitation (x : ι → A) (S : Finset ι) : A := ∏ i ∈ S, x i

/-- The cluster operator `T`, the sum of `t_S x_S` over all nonempty `S`. -/
def clusterOperator (x : ι → A) (t : Finset ι → K) : A :=
  ∑ S : Finset ι with S.Nonempty, t S • excitation x S

/-- The family `P` splits `S` into nonempty, pairwise disjoint blocks. -/
structure IsPartition (P : Finset (Finset ι)) (S : Finset ι) : Prop where
  nonempty : ∅ ∉ P
  disjoint : ∀ B ∈ P, ∀ C ∈ P, B ≠ C → Disjoint B C
  cover : P.biUnion id = S

/-- The coefficient `c_S`: the sum over set partitions of `S` of the product of the
cluster amplitudes of the blocks. -/
def ciCoeff (t : Finset ι → K) (S : Finset ι) : K :=
  ∑ P : Finset (Finset ι) with IsPartition P S, ∏ B ∈ P, t B

omit [Fintype ι] in
/-- Every block of a partition of `S` lies in `S`. -/
theorem IsPartition.subset {P : Finset (Finset ι)} {S B : Finset ι}
    (h : IsPartition P S) (hB : B ∈ P) : B ⊆ S := by
  intro i hi
  rw [← h.cover]
  exact mem_biUnion.mpr ⟨B, hB, hi⟩

omit [Fintype ι] [Algebra ℚ A] in
/-- Two clusters that share an elementary excitation multiply to zero. -/
theorem overlapping_mul_eq_zero {x : ι → A} (hx : ∀ i, x i * x i = 0) {B C : Finset ι}
    (h : ¬ Disjoint B C) (a b : K) : (a • excitation x B) * (b • excitation x C) = 0 := by
  obtain ⟨i, hB, hC⟩ := Finset.not_disjoint_iff.mp h
  have hz : excitation x B * excitation x C = 0 := by
    unfold excitation
    rw [← mul_prod_erase B x hB, ← mul_prod_erase C x hC]
    linear_combination ((∏ j ∈ B.erase i, x j) * ∏ j ∈ C.erase i, x j) * hx i
  rw [smul_mul_assoc, mul_smul_comm, hz, smul_zero, smul_zero]

omit [Fintype ι] [Algebra ℚ A] in
/-- The product of the clusters on the blocks of a partition of `S` is the product of their
amplitudes times the excitation `x_S`. -/
theorem prod_partition (x : ι → A) (t : Finset ι → K) {P : Finset (Finset ι)} {S : Finset ι}
    (h : IsPartition P S) :
    ∏ B ∈ P, t B • excitation x B = (∏ B ∈ P, t B) • excitation x S := by
  have hX : excitation x (P.biUnion id) = ∏ B ∈ P, excitation x B :=
    Finset.prod_biUnion (fun B hB C hC hne => h.disjoint B hB C hC hne)
  rw [← h.cover, hX]
  simp only [Algebra.smul_def, prod_mul_distrib, map_prod]

omit [Fintype ι] in
/-- A sum of clusters on nonempty sets is nilpotent, and its exponential is the sum of all
products of distinct clusters. -/
theorem exp_sum_clusters {x : ι → A} (hx : ∀ i, x i * x i = 0) (t : Finset ι → K)
    (F : Finset (Finset ι)) (hF : ∅ ∉ F) :
    IsNilpotent (∑ B ∈ F, t B • excitation x B) ∧
      IsNilpotent.exp (∑ B ∈ F, t B • excitation x B) =
        ∑ P ∈ F.powerset, ∏ B ∈ P, t B • excitation x B := by
  rw [← Finset.prod_one_add]
  induction F using Finset.induction_on with
  | empty =>
    refine ⟨by simp, ?_⟩
    rw [IsNilpotent.exp_eq_sum (k := 1) (by simp)]
    simp
  | insert B F hB ih =>
    obtain ⟨h1, h2⟩ := ih (fun h => hF (mem_insert_of_mem h))
    have hne : B ≠ ∅ := fun e => hF (by rw [← e]; exact mem_insert_self B F)
    -- a single cluster squares to zero, so its exponential stops at first order
    have hsq : (t B • excitation x B) ^ 2 = 0 := by
      rw [sq]
      exact overlapping_mul_eq_zero hx (fun h => hne (disjoint_self.mp h)) _ _
    have hexp : IsNilpotent.exp (t B • excitation x B) = 1 + t B • excitation x B := by
      rw [IsNilpotent.exp_eq_sum hsq]
      simp [Finset.sum_range_succ]
    rw [sum_insert hB, prod_insert hB]
    refine ⟨Commute.isNilpotent_add (Commute.all _ _) ⟨2, hsq⟩ h1, ?_⟩
    rw [IsNilpotent.exp_add_of_commute (Commute.all _ _) ⟨2, hsq⟩ h1, h2, hexp]

/-- The cluster operator is nilpotent, and its exponential is the sum of `c_S x_S`, where `c_S`
sums the products of cluster amplitudes over the set partitions of `S`. -/
theorem exp_clusterOperator {x : ι → A} (hx : ∀ i, x i * x i = 0) (t : Finset ι → K) :
    IsNilpotent (clusterOperator x t) ∧
      IsNilpotent.exp (clusterOperator x t) = ∑ S, ciCoeff t S • excitation x S := by
  obtain ⟨h1, h2⟩ := exp_sum_clusters hx t (univ.filter (fun S : Finset ι => S.Nonempty))
    (by simp)
  refine ⟨h1, h2.trans ?_⟩
  have hpow : (univ.filter (fun S : Finset ι => S.Nonempty)).powerset =
      univ.filter (fun P : Finset (Finset ι) => ∅ ∉ P) := by
    ext P
    rw [mem_powerset, mem_filter]
    constructor
    · intro h
      exact ⟨mem_univ _, fun h0 => Finset.not_nonempty_empty (mem_filter.mp (h h0)).2⟩
    · intro h B hB
      exact mem_filter.mpr ⟨mem_univ _, nonempty_iff_ne_empty.mpr (fun e => h.2 (e ▸ hB))⟩
  have hR : ∀ S, ciCoeff t S • excitation x S =
      ∑ P, if IsPartition P S then ∏ B ∈ P, t B • excitation x B else 0 := by
    intro S
    rw [ciCoeff, sum_smul, sum_filter]
    refine sum_congr rfl (fun P _ => ?_)
    split_ifs with h
    · exact (prod_partition x t h).symm
    · rfl
  rw [hpow, sum_filter, sum_congr rfl (fun S _ => hR S), sum_comm]
  refine sum_congr rfl (fun P _ => ?_)
  by_cases h0 : ∅ ∈ P
  · rw [if_neg (not_not.mpr h0)]
    exact (sum_eq_zero (fun S _ => if_neg (fun h => h.nonempty h0))).symm
  rw [if_pos h0]
  by_cases hd : ∀ B ∈ P, ∀ C ∈ P, B ≠ C → Disjoint B C
  · -- a disjoint family is a partition of its union and of no other set
    rw [sum_eq_single (P.biUnion id)]
    · rw [if_pos ⟨h0, hd, rfl⟩]
    · intro S _ hS
      exact if_neg (fun h => hS h.cover.symm)
    · intro h
      exact absurd (mem_univ _) h
  · -- an overlapping family contributes nothing
    simp only [not_forall] at hd
    obtain ⟨B, hB, C, hC, hne, hdis⟩ := hd
    rw [sum_eq_zero (fun S _ => if_neg (fun h => hdis (h.disjoint B hB C hC hne))),
      ← mul_prod_erase P _ hB,
      ← mul_prod_erase (P.erase B) _ (mem_erase.mpr ⟨Ne.symm hne, hC⟩),
      ← mul_assoc, overlapping_mul_eq_zero hx hdis, zero_mul]

/-- The doubles coefficient is the doubles amplitude plus the product of two singles. -/
theorem ciCoeff_pair (t : Finset ι → K) {i j : ι} (hij : i ≠ j) :
    ciCoeff t {i, j} = t {i, j} + t {i} * t {j} := by
  have hf : univ.filter (fun P : Finset (Finset ι) => IsPartition P {i, j}) =
      {{{i, j}}, {{i}, {j}}} := by
    ext P
    simp only [mem_filter, mem_univ, true_and, mem_insert, mem_singleton]
    constructor
    · intro h
      have same : ∀ {B C : Finset ι} {k : ι}, B ∈ P → C ∈ P → k ∈ B → k ∈ C → B = C :=
        fun hB hC h1 h2 => by_contra fun e =>
          disjoint_left.mp (h.disjoint _ hB _ hC e) h1 h2
      have hi : i ∈ P.biUnion id := by rw [h.cover]; simp
      have hj : j ∈ P.biUnion id := by rw [h.cover]; simp
      obtain ⟨B, hB, (hiB : i ∈ B)⟩ := mem_biUnion.mp hi
      obtain ⟨C, hC, (hjC : j ∈ C)⟩ := mem_biUnion.mp hj
      -- every block holds `i` or `j`
      have hP : P = {B, C} := by
        ext D
        simp only [mem_insert, mem_singleton]
        constructor
        · intro hD
          obtain ⟨k, hk⟩ := nonempty_iff_ne_empty.mpr (fun e => h.nonempty (e ▸ hD))
          rcases mem_insert.mp (h.subset hD hk) with e | e
          · rw [e] at hk
            exact Or.inl (same hD hB hk hiB)
          · rw [mem_singleton.mp e] at hk
            exact Or.inr (same hD hC hk hjC)
        · rintro (rfl | rfl) <;> assumption
      by_cases hjB : j ∈ B
      · have hB' : B = {i, j} := (h.subset hB).antisymm
          (insert_subset_iff.mpr ⟨hiB, singleton_subset_iff.mpr hjB⟩)
        left
        rw [hP, ← same hB hC hjB hjC, hB']
        simp
      · have hB' : B = {i} := eq_singleton_iff_unique_mem.mpr ⟨hiB, fun k hk =>
          (mem_insert.mp (h.subset hB hk)).resolve_right
            (fun e => hjB (mem_singleton.mp e ▸ hk))⟩
        have hC' : C = {j} := eq_singleton_iff_unique_mem.mpr ⟨hjC, fun k hk =>
          mem_singleton.mp ((mem_insert.mp (h.subset hC hk)).resolve_left
            (fun e => hjB (same (k := i) hC hB (e ▸ hk) hiB ▸ hjC)))⟩
        right
        rw [hP, hB', hC']
    · rintro (rfl | rfl)
      · exact ⟨fun h => insert_ne_empty i {j} (mem_singleton.mp h).symm, by simp, by simp⟩
      · refine ⟨fun h => ?_, by simp [hij, hij.symm], by ext k; simp⟩
        rcases mem_insert.mp h with h | h
        · exact singleton_ne_empty i h.symm
        · exact singleton_ne_empty j (mem_singleton.mp h).symm
  have hne : ({{i, j}} : Finset (Finset ι)) ≠ {{i}, {j}} := by
    intro e
    have h1 : ({i} : Finset ι) ∈ ({{i, j}} : Finset (Finset ι)) := by rw [e]; simp
    have h2 : j ∈ ({i} : Finset ι) := by rw [mem_singleton.mp h1]; simp
    exact hij (mem_singleton.mp h2).symm
  rw [ciCoeff, hf, sum_pair hne, prod_singleton, prod_pair (singleton_injective.ne hij)]

/-- Two elementary excitations, realised as the two units of the iterated dual numbers. -/
def twoModes : Fin 2 → DualNumber (DualNumber ℚ) :=
  ![TrivSqZeroExt.inl DualNumber.eps, DualNumber.eps]

/-- The two elementary excitations `twoModes` square to zero and have a nonzero product. -/
theorem twoModes_witness :
    (∀ i, twoModes i * twoModes i = 0) ∧ twoModes 0 * twoModes 1 ≠ 0 := by
  constructor
  · intro i
    fin_cases i
    · change (TrivSqZeroExt.inl DualNumber.eps : DualNumber (DualNumber ℚ)) *
        TrivSqZeroExt.inl DualNumber.eps = 0
      rw [← TrivSqZeroExt.inl_mul, DualNumber.eps_mul_eps, TrivSqZeroExt.inl_zero]
    · exact DualNumber.eps_mul_eps
  · intro h
    have h' := congrArg (fun z => TrivSqZeroExt.snd (TrivSqZeroExt.snd z)) h
    simp [twoModes] at h'

end

end DisconnectedClusters
```

```lean
#print axioms DisconnectedClusters.exp_clusterOperator
-- 'DisconnectedClusters.exp_clusterOperator' depends on axioms: [propext, Classical.choice, Quot.sound]
#print axioms DisconnectedClusters.ciCoeff_pair
-- 'DisconnectedClusters.ciCoeff_pair' depends on axioms: [propext, Classical.choice, Quot.sound]
```

## How the proof follows the derivation

`overlapping_mul_eq_zero` is the first step. It takes a shared label `i`, uses `mul_prod_erase` to pull $x_i$ out of both products, and lets `linear_combination` multiply $x_i^2=0$ by the remaining factors. `prod_partition` is the identity used in the grouping: over a partition of $S$, the product of the clusters is the product of the amplitudes times $x_S$.

`exp_sum_clusters` proves the factorisation for any finite family `F` of nonempty sets. `Finset.prod_one_add` turns the sum over subfamilies into the product of the factors $1+t_Bx_B$, and induction then adds one cluster at a time. In the induction step, `hsq` says that the new cluster squares to zero and `hexp` that its exponential stops at first order. `IsNilpotent.exp_add_of_commute` splits the exponential of the sum.

`exp_clusterOperator` applies this to the family of all nonempty sets. `hR` writes $c_Sx_S$ as a sum over all families, with zero for those that don't partition $S$, and `sum_comm` exchanges the sums over $S$ and $P$. It remains to compare the two sides for one fixed `P`:

- If `P` contains the empty set, both sides are zero.
- If its members are disjoint, `sum_eq_single` keeps only $S$ equal to their union, and `prod_partition` has already matched the terms.
- If two members overlap, `P` partitions no set, and the product of its clusters vanishes by the first lemma.

For `ciCoeff_pair`, the proof lists the partitions of $\{i,j\}$. It picks the block `B` that holds `i` and the block `C` that holds `j`. Every block is nonempty and lies in $\{i,j\}$ by `IsPartition.subset`, so it shares a label with `B` or `C` and, because distinct blocks are disjoint, is equal to that block. If `j` is in `B`, the partition has one block; if not, it consists of the two singletons.

Finally, `twoModes_witness` gives two commuting elements that square to zero but have a nonzero product, so the condition $x_i^2=0$ doesn't by itself remove double excitations. They are the inner and outer units $\varepsilon_1,\varepsilon_2$ of the dual numbers over the dual numbers. Applying `TrivSqZeroExt.snd` twice reads off the coefficient of $\varepsilon_1\varepsilon_2$, which is 1.
